# Bounding the angular average of (1 + aP₂)^(4/3), from the Slater exchange energy density

The Slater exchange energy per unit volume of a spin-unpolarised density n is proportional to n^(4/3). If the angular dependence of n is proportional to 1 + aP₂(t), with t the cosine of the polar angle, that energy density varies with angle as (1 + aP₂)^(4/3), and X(a) is the average of this factor over angles. The lemma `average_bounds` assumes that, at every t in [−1, 1], the remainder of (1 + u)^(4/3) after its third-order Taylor polynomial about u = 0, taken at u = aP₂(t), lies between 0 and C(aP₂(t))⁴. It concludes that X(a) − (1 + 2a²/45 − 8a³/2835) lies between 0 and 3Ca⁴/35. The proof integrates the two pointwise inequalities over [−1, 1], takes the averages of the polynomials in P₂ from the preceding theorem, and finishes by linear arithmetic.

In Lean, a first try:

```lean
import Mathlib

open Filter Topology

namespace AverageBounds

noncomputable section

/-- The Legendre polynomial `P₂(t)`, with `t` the cosine of the polar angle. -/
def legendreP2 (t : ℝ) : ℝ := (3 * t ^ 2 - 1) / 2

/-- The angular average `X(a)` of `(1 + a P₂)^(4/3)`, the density dependence of Slater exchange
for a density proportional to `1 + a P₂`. -/
def exchangeAverage (a : ℝ) : ℝ :=
  (1 / 2) * ∫ t in (-1 : ℝ)..1, (1 + a * legendreP2 t) ^ (4 / 3 : ℝ)

/-- What remains of `(1 + u)^(4/3)` after its third-order Taylor polynomial is removed. -/
def slaterRemainder (u : ℝ) : ℝ :=
  (1 + u) ^ (4 / 3 : ℝ) - (1 + 4 / 3 * u + 2 / 9 * u ^ 2 - 4 / 81 * u ^ 3)

/-- The angular averages of `1, P₂, P₂², P₂³, P₂⁴` are `1, 0, 1/5, 2/35, 3/35`, stated for
an arbitrary linear combination. -/
theorem legendre_quartic_average (d₀ d₁ d₂ d₃ d₄ : ℝ) :
    (1 / 2) * ∫ t in (-1 : ℝ)..1, (d₀ + d₁ * legendreP2 t + d₂ * legendreP2 t ^ 2
      + d₃ * legendreP2 t ^ 3 + d₄ * legendreP2 t ^ 4)
      = d₀ + d₂ / 5 + 2 * d₃ / 35 + 3 * d₄ / 35 := by
  unfold legendreP2
  -- an explicit antiderivative
  have h : ∀ x ∈ Set.uIcc (-1 : ℝ) 1, HasDerivAt (fun t : ℝ =>
      (d₀ - d₁ / 2 + d₂ / 4 - d₃ / 8 + d₄ / 16) * t ^ 1
      + (d₁ / 2 - d₂ / 2 + 3 * d₃ / 8 - d₄ / 4) * t ^ 3
      + (9 * d₂ / 20 - 27 * d₃ / 40 + 27 * d₄ / 40) * t ^ 5
      + (27 * d₃ / 56 - 27 * d₄ / 28) * t ^ 7 + (9 * d₄ / 16) * t ^ 9)
      (d₀ + d₁ * ((3 * x ^ 2 - 1) / 2) + d₂ * ((3 * x ^ 2 - 1) / 2) ^ 2
        + d₃ * ((3 * x ^ 2 - 1) / 2) ^ 3 + d₄ * ((3 * x ^ 2 - 1) / 2) ^ 4) x := by
    intro x _
    refine HasDerivAt.congr_deriv ((((((hasDerivAt_pow 1 x).const_mul _).fun_add
      ((hasDerivAt_pow 3 x).const_mul _)).fun_add
      ((hasDerivAt_pow 5 x).const_mul _)).fun_add
      ((hasDerivAt_pow 7 x).const_mul _)).fun_add
      ((hasDerivAt_pow 9 x).const_mul _)) ?_
    push_cast
    ring
  rw [intervalIntegral.integral_eq_sub_of_hasDerivAt h
    (Continuous.intervalIntegrable (by fun_prop) _ _)]

  ring

/-- A pointwise bound `0 ≤ remainder ≤ C (a P₂)⁴` over all angles gives the bound
`3Ca⁴/35` for the angular average. -/
theorem average_bounds {a C : ℝ} (h : ∀ t ∈ Set.Icc (-1 : ℝ) 1,
    0 ≤ slaterRemainder (a * legendreP2 t) ∧
      slaterRemainder (a * legendreP2 t) ≤ C * (a * legendreP2 t) ^ 4) :
    0 ≤ exchangeAverage a - (1 + 2 * a ^ 2 / 45 - 8 * a ^ 3 / 2835) ∧
    exchangeAverage a - (1 + 2 * a ^ 2 / 45 - 8 * a ^ 3 / 2835) ≤ 3 * C / 35 * a ^ 4 := by
  have hc : Continuous fun t : ℝ => (1 + a * legendreP2 t) ^ (4 / 3 : ℝ) := by
    have h1 : Continuous fun t : ℝ => 1 + a * legendreP2 t := by
      unfold legendreP2
      fun_prop
    exact h1.rpow_const (fun _ => Or.inr (by norm_num))
  have hp : ∀ d : ℝ, Continuous fun t : ℝ => 1 + (4 / 3 * a) * legendreP2 t
      + (2 / 9 * a ^ 2) * legendreP2 t ^ 2 + (-4 / 81 * a ^ 3) * legendreP2 t ^ 3
      + d * legendreP2 t ^ 4 := by
    intro d
    unfold legendreP2
    fun_prop
  have hab : (-1 : ℝ) ≤ 1 := by norm_num
  have lo := intervalIntegral.integral_mono_on hab ((hp 0).intervalIntegrable _ _)
    (hc.intervalIntegrable _ _) (fun t ht => by
      have h1 := (h t ht).1
      unfold slaterRemainder at h1
      linarith)
  have hi := intervalIntegral.integral_mono_on hab (hc.intervalIntegrable _ _)
    ((hp (C * a ^ 4)).intervalIntegrable _ _) (fun t ht => by
      have h1 := (h t ht).2
      unfold slaterRemainder at h1
      linarith)
  have m0 := legendre_quartic_average 1 (4 / 3 * a) (2 / 9 * a ^ 2) (-4 / 81 * a ^ 3) 0
  have m1 := legendre_quartic_average 1 (4 / 3 * a) (2 / 9 * a ^ 2) (-4 / 81 * a ^ 3)
    (C * a ^ 4)
  unfold exchangeAverage
  constructor <;> linarith

end

end AverageBounds
```

Messages:

```
Main.lean:69:5: error: typeclass instance problem is stuck
  MeasureTheory.IsLocallyFiniteMeasure ?m.864

Note: Lean will not try to resolve this typeclass instance problem because the fourth type argument to `MeasureTheory.IsLocallyFiniteMeasure` is a metavariable. This argument must be fully determined before Lean will try to resolve the typeclass.

Hint: Adding type annotations and supplying implicit arguments to functions can give Lean more information for typeclass resolution. For example, if you have a variable `x` that you intend to be a `Nat`, but Lean reports it as having an unresolved type like `?m`, replacing `x` with `(x : Nat)` can get typeclass resolution un-stuck.
```

What went wrong. The error falls on `hc.intervalIntegrable` in the step `lo`. To conclude that a continuous function is interval integrable, Lean needs the measure to be locally finite, and here the measure is still the unknown `?m.864`, so the instance search cannot start.

Nothing in the step says which measure is meant. `intervalIntegral.integral_mono_on` takes it as an implicit argument `μ`, `lo` has no stated type that would fix it, and neither `hab` nor the continuity facts mention a measure. The integrals in `exchangeAverage` and `legendre_quartic_average` do use the standard volume, but they play no part in elaborating `lo`.

The repair supplies `(μ := MeasureTheory.volume)`. Lean can then find the instance, and the resulting inequality is about the same integrals as the rest of the proof. The step `hi` leaves the measure open in the same way, though the message names only `lo`, and it gets the same argument. The new line breaks are mere tidying.

This version goes through:

```diff
@@ -66,10 +66,12 @@
     fun_prop
   have hab : (-1 : ℝ) ≤ 1 := by norm_num
-  have lo := intervalIntegral.integral_mono_on hab ((hp 0).intervalIntegrable _ _)
+  have lo := intervalIntegral.integral_mono_on (μ := MeasureTheory.volume) hab
+    ((hp 0).intervalIntegrable _ _)
     (hc.intervalIntegrable _ _) (fun t ht => by
       have h1 := (h t ht).1
       unfold slaterRemainder at h1
       linarith)
-  have hi := intervalIntegral.integral_mono_on hab (hc.intervalIntegrable _ _)
+  have hi := intervalIntegral.integral_mono_on (μ := MeasureTheory.volume) hab
+    (hc.intervalIntegrable _ _)
     ((hp (C * a ^ 4)).intervalIntegrable _ _) (fun t ht => by
       have h1 := (h t ht).2
```
